# The zero-point energy of a particle on a line in the potential \(s|x|^p\) scales as \(s^{2/(p+2)}\)

Consider a particle on a line in a confining potential \(sV(x)\), where \(V\) has a single lowest point and, close to it, rises as a power of the distance. At large coupling \(s\) its ground-state energy is approximately the classical minimum value, which is proportional to \(s\), plus a zero-point term that grows as a smaller power of \(s\). For a quadratic minimum the power is \(1/2\). For a quartic minimum it is \(1/3\), and an extrapolation that keeps the square root has the wrong form.

The same scaling saves work on a grid. Suppose that the problem with the pure quartic potential \(sx^4\) has been solved at \(s=1\). For \(s=1000\), divide all grid positions by \(1000^{1/6}\approx 3.16\) and multiply the energy by \(1000^{1/3}=10\). For the pure quadratic potential \(sx^2\) the positions are divided by \(1000^{1/4}\approx 5.62\) and the energy is multiplied by \(\sqrt{1000}\approx 31.6\).

In the strong-coupling limit of density functional theory, a zero-point term of order \(\sqrt{s}\) goes with quadratic classical minima; the model here, one particle on a line in a pure power-law potential, shows how the power changes with the shape of the minimum.

## Dilation fixes the exponent

Let \(p,s>0\) and use units with \(\hbar=m=1\). For a real, continuously differentiable, compactly supported \(\psi\) with \(\int\psi^2=1\), define

\[
\mathcal E_s[\psi]=\int\left(\tfrac12\psi'(x)^2+s|x|^p\psi(x)^2\right)dx,\qquad E(s)=\inf_\psi \mathcal E_s[\psi].
\]

The potential has its minimum value \(0\) at \(x=0\), so \(E(s)\) consists of the zero-point energy alone. Such functions exist, and their energies are nonnegative, so the infimum is a well-defined number \(E(s)\ge 0\). The claim is

\[
E(s)=s^{2/(p+2)}E(1),\qquad E(1)>0.
\]

For \(c>0\), compress \(\psi\) to \(\varphi(x)=\sqrt c\,\psi(cx)\). The norm is kept, because \(\int c\,\psi(cx)^2dx=\int\psi(y)^2dy=1\). The derivative is \(\varphi'(x)=c^{3/2}\psi'(cx)\). At coupling \(c^{p+2}s\) the potential term is

\[
c^{p+2}s|x|^p\,c\,\psi(cx)^2=c^3\,s|cx|^p\psi(cx)^2 .
\]

Both terms of the energy density therefore carry the factor \(c^3\), and the substitution \(y=cx\) gives back \(1/c\):

\[
\mathcal E_{c^{p+2}s}[\varphi]=c^2\,\mathcal E_s[\psi].
\]

Since \(\varphi\) is a trial function, \(E(c^{p+2}s)\le c^2\mathcal E_s[\psi]\) for every \(\psi\), and hence \(E(c^{p+2}s)\le c^2E(s)\).

Now set \(c=s^{1/(p+2)}\). Starting from coupling \(1\), the inequality reads \(E(s)\le c^2E(1)\). Starting from coupling \(s\) with \(1/c\) in place of \(c\), it reads \(E(1)\le c^{-2}E(s)\). Together they give \(E(s)=c^2E(1)=s^{2/(p+2)}E(1)\).

## The prefactor is positive

If \(E(1)\) were zero, the scaling law would say only \(0=0\). To exclude this, write \(T=\int\psi'^2\) and \(P=\int|x|^p\psi^2\), so that \(\mathcal E_1[\psi]=T/2+P\). Since \(\psi\) vanishes far to the left,

\[
\psi(x)^2=\int_{-\infty}^x2\psi\psi'\,dy\le\int(\psi^2+\psi'^2)\,dy=1+T.
\]

The interval \(|x|\le1/4\) has length \(1/2\), so it holds at most \((1+T)/2\) of the probability. Outside it \(4|x|>1\), and therefore \(\psi^2\le4^p|x|^p\psi^2\). Adding the two parts gives

\[
1\le\frac{1+T}{2}+4^pP,\qquad\text{so}\qquad \frac12\le\frac T2+4^pP\le4^p\left(\frac T2+P\right).
\]

The last step uses \(4^p\ge1\). Every trial energy at unit coupling is thus at least \(1/(2\cdot4^p)\), and so is \(E(1)\). A particle held near the origin pays in kinetic energy, and one that spreads out pays in potential energy.

## Trial functions, energy and infimum in Lean

```lean
import Mathlib

open MeasureTheory Filter Set

namespace StrongCouplingZeroPoint

noncomputable section
```

The predicate `IsTrial` collects the conditions on the wave function: `ContDiff ℝ 1 ψ` is continuous differentiability, `HasCompactSupport ψ` is compact support, and the last clause is normalisation.

```lean
/-- A trial function: a real, continuously differentiable, compactly supported and normalised
wave function on the line. -/
def IsTrial (ψ : ℝ → ℝ) : Prop :=
  ContDiff ℝ 1 ψ ∧ HasCompactSupport ψ ∧ ∫ x, ψ x ^ 2 = 1
```

The energy uses the same units as above. The potential is \(s|x|^p\) without a factor \(1/2\), so for \(p=2\) the coupling \(s\) corresponds to \(\omega^2/2\). The exponent `p` is a real number and need not be an integer.

```lean
/-- The energy of `ψ` in the potential `s |x|^p`: kinetic plus potential energy. -/
def energy (p s : ℝ) (ψ : ℝ → ℝ) : ℝ :=
  ∫ x, ((deriv ψ x) ^ 2 / 2 + s * |x| ^ p * ψ x ^ 2)
```

The zero-point energy is an infimum over trial functions. The definition requires neither a minimiser nor an eigenvalue equation, and the theorems establish neither.

```lean
/-- The zero-point energy `E(s)` in the potential `s |x|^p`: the infimum of the energy over all
trial functions. -/
def groundEnergy (p s : ℝ) : ℝ := sInf (energy p s '' {ψ | IsTrial ψ})
```

The compressed function \(\varphi\) is `dilate c ψ`.

```lean
/-- The wave function compressed by the factor `c > 0`, with the prefactor that keeps its norm. -/
def dilate (c : ℝ) (ψ : ℝ → ℝ) : ℝ → ℝ := fun x => √c * ψ (c * x)
```

Lean assigns the value \(0\) to the infimum of an empty set of reals, so the existence of a trial function has to be shown. The proof takes a smooth bump that equals 1 within distance 1 of the origin and vanishes beyond distance 2, and divides it by its norm.

```lean
/-- Trial functions exist. -/
theorem exists_trial : ∃ ψ, IsTrial ψ := by
  let f : ContDiffBump (0 : ℝ) := ⟨1, 2, one_pos, one_lt_two⟩
  have hc : HasCompactSupport (fun x => f x ^ 2) :=
    f.hasCompactSupport.comp_left (g := fun y : ℝ => y ^ 2) (by simp)
  have h0 : f 0 = 1 := f.one_of_mem_closedBall (Metric.mem_closedBall_self f.rIn_pos.le)
  have hN : 0 < ∫ x, f x ^ 2 :=
    Continuous.integral_pos_of_hasCompactSupport_nonneg_nonzero (x := (0 : ℝ))
      (f.continuous.pow 2) hc (fun x => sq_nonneg (f x)) (by simp [h0])
  -- divide a smooth bump by its norm
  refine ⟨fun x => (√(∫ y, f y ^ 2))⁻¹ * f x, contDiff_const.mul f.contDiff,
    f.hasCompactSupport.mul_left, ?_⟩
  simp only [mul_pow, inv_pow, Real.sq_sqrt hN.le]
  rw [integral_const_mul, inv_mul_cancel₀ hN.ne']
```

## The dilation identity

The next lemma checks the three conditions for \(\varphi\). Smoothness and compact support survive composition with \(x\mapsto cx\), and `Measure.integral_comp_mul_left` is the change of variables in the norm.

```lean
/-- Compression by a factor `c > 0` turns trial functions into trial functions. -/
theorem IsTrial.dilate {ψ : ℝ → ℝ} (h : IsTrial ψ) {c : ℝ} (hc : 0 < c) :
    IsTrial (dilate c ψ) := by
  obtain ⟨h1, h2, h3⟩ := h
  refine ⟨contDiff_const.mul (h1.comp (contDiff_const.mul contDiff_id)),
    (h2.comp_homeomorph (Homeomorph.mulLeft₀ c hc.ne')).mul_left, ?_⟩
  simp only [StrongCouplingZeroPoint.dilate, mul_pow, Real.sq_sqrt hc.le]
  rw [integral_const_mul, Measure.integral_comp_mul_left (fun y => ψ y ^ 2) c, h3,
    smul_eq_mul, abs_of_pos (inv_pos.2 hc), mul_one, mul_inv_cancel₀ hc.ne']
```

In `energy_dilate`, the name `g` stands for the energy density of \(\psi\) at coupling \(s\). The step `key` is the pointwise identity with the factor \(c^3\): the chain rule supplies the derivative, and `Real.mul_rpow` splits \(|cx|^p\). The change of variables then leaves \(c^2\).

```lean
/-- Compressing a continuously differentiable `ψ` by the factor `c > 0` while multiplying the
coupling by `c^(p+2)` multiplies the energy by `c²`. -/
theorem energy_dilate {ψ : ℝ → ℝ} (h : ContDiff ℝ 1 ψ) {c : ℝ} (hc : 0 < c) (p s : ℝ) :
    energy p (c ^ (p + 2) * s) (dilate c ψ) = c ^ 2 * energy p s ψ := by
  obtain ⟨g, hg⟩ : ∃ g : ℝ → ℝ, g = fun y => (deriv ψ y) ^ 2 / 2 + s * |y| ^ p * ψ y ^ 2 :=
    ⟨_, rfl⟩
  have hE : energy p s ψ = ∫ y, g y := by rw [hg]; rfl
  have key : ∀ x, (deriv (dilate c ψ) x) ^ 2 / 2
      + c ^ (p + 2) * s * |x| ^ p * (dilate c ψ x) ^ 2 = c ^ 3 * g (c * x) := by
    intro x
    have h1 : HasDerivAt (fun y => c * y) c x := by
      simpa using (hasDerivAt_id x).const_mul c
    have h2 : HasDerivAt (fun y => ψ (c * y)) (deriv ψ (c * x) * c) x :=
      HasDerivAt.comp x (h := fun y => c * y)
        ((h.differentiable (by norm_num)) (c * x)).hasDerivAt h1
    have hd : deriv (dilate c ψ) x = √c * (deriv ψ (c * x) * c) := (h2.const_mul (√c)).deriv
    rw [hd, hg, Real.rpow_add hc, Real.rpow_two]
    simp only [dilate, abs_mul, abs_of_pos hc, Real.mul_rpow hc.le (abs_nonneg x), mul_pow,
      Real.sq_sqrt hc.le]
    ring
  -- change variables from x to c x
  refine (integral_congr_ae (Eventually.of_forall key)).trans ?_
  rw [integral_const_mul, Measure.integral_comp_mul_left g c, hE, smul_eq_mul,
    abs_of_pos (inv_pos.2 hc)]
  field_simp
```

## The lower bound at unit coupling

The first of three auxiliary lemmas gives the integrability of terms such as \(|x|^p\psi^2\): they are continuous and compactly supported.

```lean
/-- A continuous weight times the square of a continuous, compactly supported function is
integrable. -/
theorem integrable_mul_sq {w f : ℝ → ℝ} (hw : Continuous w) (hf : Continuous f)
    (hc : HasCompactSupport f) : Integrable (fun y => w y * f y ^ 2) := by
  have hs : HasCompactSupport (fun y => w y * f y ^ 2) :=
    hc.mono fun y hy h0 => hy (by simp [h0])
  exact (hw.mul (hf.pow 2)).integrable_of_hasCompactSupport hs
```

The second is the fundamental theorem of calculus in the form used for \(\psi(x)^2\le1+T\). It writes \(g(x)\) as the integral of \(g'\) up to \(x\), replaces \(g'\) by its upper bound \(f\), and extends the integral to the whole line.

```lean
/-- A continuously differentiable, compactly supported function whose slope is bounded by a
nonnegative integrable `f` is itself bounded by the integral of `f`. -/
theorem le_integral_of_slope_le {g f : ℝ → ℝ} (hg : ContDiff ℝ 1 g) (hc : HasCompactSupport g)
    (hf : Integrable f) (h0 : ∀ y, 0 ≤ f y) (hle : ∀ y, deriv g y ≤ f y) (x : ℝ) :
    g x ≤ ∫ y, f y := by
  have hi : Integrable (deriv g) :=
    hg.continuous_deriv_one.integrable_of_hasCompactSupport hc.deriv
  calc g x = ∫ y in Iic x, deriv g y :=
        (HasCompactSupport.integral_Iic_deriv_eq hg hc x).symm
    _ ≤ ∫ y in Iic x, f y := setIntegral_mono hi.integrableOn hf.integrableOn hle
    _ ≤ ∫ y, f y := setIntegral_le_integral hf (Eventually.of_forall h0)
```

The third splits the probability at \(|y|=1/4\). It compares the density `u` with a function equal to `M` on the inner interval and zero elsewhere, plus `w`. The interval's length \(1/2\) produces the term `M / 2`.

```lean
/-- If an integrable density `u` is at most `M` everywhere and at most `w` for `|y| > 1/4`, with
`w` nonnegative and integrable, its total mass is at most `M/2` plus the integral of `w`. -/
theorem mass_le {u w : ℝ → ℝ} {M : ℝ} (hu : Integrable u) (hw : Integrable w)
    (hM : ∀ y, u y ≤ M) (h0 : ∀ y, 0 ≤ w y) (hfar : ∀ y, 1 / 4 < |y| → u y ≤ w y) :
    ∫ y, u y ≤ M / 2 + ∫ y, w y := by
  have i1 : Integrable ((Icc (-(1 / 4) : ℝ) (1 / 4)).indicator fun _ => M) :=
    (continuous_const.integrableOn_Icc).integrable_indicator measurableSet_Icc
  have i2 : Integrable (fun y => (Icc (-(1 / 4) : ℝ) (1 / 4)).indicator (fun _ => M) y + w y) :=
    i1.add hw
  have hI := integral_mono hu i2 fun y => by
    change u y ≤ (Icc (-(1 / 4) : ℝ) (1 / 4)).indicator (fun _ => M) y + w y
    by_cases hy : y ∈ Icc (-(1 / 4) : ℝ) (1 / 4)
    · rw [indicator_of_mem hy]
      linarith [hM y, h0 y]
    · rw [indicator_of_notMem hy, zero_add]
      exact hfar y (not_le.1 fun hn => hy (abs_le.1 hn))
  have hv : volume.real (Icc (-(1 / 4) : ℝ) (1 / 4)) = 1 / 2 := by
    rw [Real.volume_real_Icc_of_le (by norm_num)]
    norm_num
  rw [integral_add i1 hw, integral_indicator_const _ measurableSet_Icc, hv, smul_eq_mul] at hI
  linarith
```

The lower bound combines these lemmas. Here `hle` is \(2\psi\psi'\le\psi^2+\psi'^2\), which follows from \((\psi-\psi')^2\ge0\), and `hb` is the resulting bound on the density. The step `hfar` is the estimate outside the interval, and `mass_le` adds the two parts. The final `nlinarith` is given \(T(4^p-1)\ge0\), which is what replaces \(T/2\) by \(4^pT/2\).

```lean
set_option maxHeartbeats 400000 in
/-- For `p > 0` the zero-point energy at unit coupling is at least `1 / (2 · 4^p)`. -/
theorem groundEnergy_lower_bound {p : ℝ} (hp : 0 < p) :
    1 / (2 * 4 ^ p) ≤ groundEnergy p 1 := by
  obtain ⟨φ, hφ⟩ := exists_trial
  refine le_csInf ⟨_, φ, hφ, rfl⟩ ?_
  rintro _ ⟨ψ, ⟨h1, h2, h3⟩, rfl⟩
  have i1 : Integrable (fun y => ψ y ^ 2) := by
    simpa only [one_mul] using
      integrable_mul_sq (w := fun _ => 1) continuous_const h1.continuous h2
  have i2 : Integrable (fun y => (deriv ψ y) ^ 2) := by
    simpa only [one_mul] using
      integrable_mul_sq (w := fun _ => 1) continuous_const h1.continuous_deriv_one h2.deriv
  have i3 : Integrable (fun y => |y| ^ p * ψ y ^ 2) :=
    integrable_mul_sq (continuous_abs.rpow_const fun _ => Or.inr hp.le) h1.continuous h2
  have i4 : Integrable (fun y => (4 : ℝ) ^ p * (|y| ^ p * ψ y ^ 2)) := i3.const_mul _
  have i5 : Integrable (fun y => ψ y ^ 2 + (deriv ψ y) ^ 2) := i1.add i2
  -- the slope of the density is 2 ψ ψ' ≤ ψ² + ψ'², which bounds the density
  have hle : ∀ y, deriv (fun y => ψ y ^ 2) y ≤ ψ y ^ 2 + (deriv ψ y) ^ 2 := by
    intro y
    rw [(((h1.differentiable (by norm_num)) y).hasDerivAt.fun_pow 2).deriv]
    norm_num
    nlinarith [sq_nonneg (ψ y - deriv ψ y)]
  have hb : ∀ x, ψ x ^ 2 ≤ 1 + ∫ y, (deriv ψ y) ^ 2 := by
    intro x
    have h := le_integral_of_slope_le (g := fun y => ψ y ^ 2) (h1.pow 2)
      (h2.comp_left (g := fun y : ℝ => y ^ 2) (by simp)) i5 (fun y => by positivity) hle x
    rwa [integral_add i1 i2, h3] at h
  -- far from the origin the potential dominates
  have hfar : ∀ y, 1 / 4 < |y| → ψ y ^ 2 ≤ (4 : ℝ) ^ p * (|y| ^ p * ψ y ^ 2) := by
    intro y hy
    rw [← mul_assoc, ← Real.mul_rpow (by norm_num) (abs_nonneg y)]
    exact le_mul_of_one_le_left (sq_nonneg _) (Real.one_le_rpow (by linarith) hp.le)
  have hI := mass_le i1 i4 hb (fun y => by positivity) hfar
  rw [h3, integral_const_mul] at hI
  have hE : energy p 1 ψ = (∫ y, (deriv ψ y) ^ 2) / 2 + ∫ y, |y| ^ p * ψ y ^ 2 := by
    simp only [energy, one_mul]
    rw [integral_add (i2.div_const 2) i3, integral_div]
  have hT : 0 ≤ ∫ y, (deriv ψ y) ^ 2 := integral_nonneg fun y => sq_nonneg _
  have h4 : (1 : ℝ) ≤ 4 ^ p := Real.one_le_rpow (by norm_num) hp.le
  rw [hE, div_le_iff₀ (by positivity)]
  nlinarith [mul_nonneg hT (sub_nonneg.2 h4)]
```

## The scaling law and its two familiar cases

The inequality \(E(c^{p+2}s)\le c^2E(s)\) comes from `energy_dilate`. `le_csInf` reduces the claim to a single \(\psi\), and `csInf_le` uses the compressed function as a competitor.

```lean
/-- For `c > 0` and `s ≥ 0`, the value of `groundEnergy` at coupling `c^(p+2) * s` is at most `c²`
times its value at coupling `s`. -/
theorem groundEnergy_scale_le {c s : ℝ} (hc : 0 < c) (hs : 0 ≤ s) (p : ℝ) :
    groundEnergy p (c ^ (p + 2) * s) ≤ c ^ 2 * groundEnergy p s := by
  obtain ⟨φ, hφ⟩ := exists_trial
  rw [← div_le_iff₀' (by positivity)]
  refine le_csInf ⟨_, φ, hφ, rfl⟩ ?_
  rintro _ ⟨ψ, h, rfl⟩
  rw [div_le_iff₀' (by positivity), ← energy_dilate h.1 hc]
  -- the compressed function competes in the infimum, which is bounded below by zero
  refine csInf_le ⟨0, ?_⟩ ⟨_, h.dilate hc, rfl⟩
  rintro _ ⟨χ, -, rfl⟩
  exact integral_nonneg fun x => by positivity
```

The main theorem states both halves of the claim for all real \(p,s>0\). In its proof `up` and `down` are the inequalities from the dilation and its inverse, and `le_antisymm` joins them. Positivity follows from the explicit lower bound.

The potential is an exact power on the whole line. For a confining potential \(sV(x)\) in which \(V\) has a single lowest point and rises from it like \(|x|^p\) only nearby, the zero-point term has the same leading power at large \(s\), but the proof needs a separate estimate of the remainder, which is not given here. Interacting particles and a prescribed density also lie beyond this model.

```lean
/-- Strong-coupling law: for `p, s > 0` the zero-point energy in the potential `s |x|^p` is
`s^(2/(p+2))` times its value at unit coupling, and that value is positive. -/
theorem groundEnergy_scaling {p s : ℝ} (hp : 0 < p) (hs : 0 < s) :
    groundEnergy p s = s ^ (2 / (p + 2)) * groundEnergy p 1 ∧ 0 < groundEnergy p 1 := by
  refine ⟨?_, lt_of_lt_of_le (by positivity) (groundEnergy_lower_bound hp)⟩
  have hp2 : p + 2 ≠ 0 := by positivity
  obtain ⟨c, hcdef⟩ : ∃ c : ℝ, c = s ^ (1 / (p + 2)) := ⟨_, rfl⟩
  have hc : 0 < c := hcdef ▸ Real.rpow_pos_of_pos hs _
  have hcs : c ^ (p + 2) = s := by
    rw [hcdef, ← Real.rpow_mul hs.le, one_div_mul_cancel hp2, Real.rpow_one]
  have hc2 : s ^ (2 / (p + 2)) = c ^ 2 := by
    rw [hcdef, ← Real.rpow_two, ← Real.rpow_mul hs.le]
    congr 1
    ring
  have up := groundEnergy_scale_le hc zero_le_one p
  -- the inverse dilation gives the opposite inequality
  have down := groundEnergy_scale_le (inv_pos.2 hc) hs.le p
  rw [hcs, mul_one] at up
  rw [Real.inv_rpow hc.le, hcs, inv_mul_cancel₀ hs.ne', inv_pow,
    le_inv_mul_iff₀ (by positivity)] at down
  rw [hc2]
  exact le_antisymm up down
```

Setting \(p=2\) and \(p=4\) gives the exponents \(2/4=1/2\) and \(2/6=1/3\). The prefactors `groundEnergy 2 1` and `groundEnergy 4 1` belong to different potentials and are left unevaluated; the previous theorem shows that both are positive.

```lean
/-- For `s > 0` the zero-point energy in the potential `s |x|^2` is `√s` times its value at unit
coupling, and in the potential `s |x|^4` it is `s^(1/3)` times its value at unit coupling. -/
theorem quadratic_and_quartic {s : ℝ} (hs : 0 < s) :
    groundEnergy 2 s = √s * groundEnergy 2 1 ∧
      groundEnergy 4 s = s ^ (1 / 3 : ℝ) * groundEnergy 4 1 := by
  constructor
  · rw [(groundEnergy_scaling two_pos hs).1, Real.sqrt_eq_rpow]
    norm_num
  · rw [(groundEnergy_scaling four_pos hs).1]
    norm_num

end

end StrongCouplingZeroPoint
```

```lean
#print axioms StrongCouplingZeroPoint.groundEnergy_scaling
-- 'StrongCouplingZeroPoint.groundEnergy_scaling' depends on axioms: [propext, Classical.choice, Quot.sound]
#print axioms StrongCouplingZeroPoint.quadratic_and_quartic
-- 'StrongCouplingZeroPoint.quadratic_and_quartic' depends on axioms: [propext, Classical.choice, Quot.sound]
```
